# Undriven Ehrenfest dynamics with an adiabatic density functional in a fixed finite site basis conserves energy and orbital overlaps

Let one electron have amplitudes \(a,b\) on two sites. A nucleus of mass 1, position \(R\) and velocity \(V=R'\) sets the first site's level. With \(\hbar=1\), hopping \(-1\), \(n_1=|a|^2\), \(n_2=|b|^2\) and a model density functional \((n_1^2+n_2^2)/2\) (for a single electron this is a spurious self-interaction, kept here for illustration),

\[
ia'=(R+n_1)a-b,\qquad ib'=-a+n_2b,\qquad V'=-n_1 .
\]

The energy is \(E=V^2/2+Rn_1-2\operatorname{Re}(a^*b)+(n_1^2+n_2^2)/2\). Put \(c=2\operatorname{Im}(a^*b)\). Then \(n_1'=-c\), \(n_2'=c\), and the hopping energy changes at the rate \((R+n_1-n_2)c\), so

\[
E'=(VV'+Vn_1)+\bigl[-Rc+(R+n_1-n_2)c+(n_2-n_1)c\bigr]=0 .
\]

For \(a=3/5\), \(b=4i/5\), \(R=V=1\), we have \(c=0.96\). The first bracket is \(-0.36+0.36\) and the second is \(-0.96+0.6912+0.2688\). Both vanish.

## Orbitals, nuclei and their equations of motion

The finite index sets `κ`, `ι`, `σ` label nuclear coordinates \(k\), sites \(j\) and orbitals \(s\). Partial derivatives are Fréchet derivatives applied to coordinate unit vectors.

In Lean 4 with Mathlib:

```lean
import Mathlib

open Matrix
open Complex (I)

namespace EhrenfestTDDFT

noncomputable section

variable {κ ι σ : Type*} [Fintype κ] [DecidableEq κ] [Fintype ι] [DecidableEq ι] [Fintype σ]

/-- The partial derivative of `f` with respect to coordinate `a` at the point `x`. -/
def partialD {α E : Type*} [Fintype α] [DecidableEq α] [NormedAddCommGroup E] [NormedSpace ℝ E]
    (f : (α → ℝ) → E) (a : α) (x : α → ℝ) : E :=
  fderiv ℝ f x (Pi.single a 1)
```

The density is \(n_j=\sum_s|\psi_s(j)|^2\), with each listed orbital occupied once. Write \(\langle x,y\rangle=\sum_j x_j^*y_j\) and \(\langle A\rangle=\sum_s\operatorname{Re}\langle\psi_s,A\psi_s\rangle\), which is `expect`.

```lean
/-- The electron density on site `j`, summed over the orbitals. -/
def density (ψ : σ → ι → ℂ) (j : ι) : ℝ := ∑ s, Complex.normSq (ψ s j)

/-- The expectation value of `A`, summed over the orbitals. -/
def expect (A : Matrix ι ι ℂ) (ψ : σ → ι → ℂ) : ℝ := ∑ s, (star (ψ s) ⬝ᵥ A *ᵥ ψ s).re
```

Let \(H(R)\) be the one-electron matrix (hopping and site levels) at nuclear coordinates \(R\), and let \(G(n)\) be the density functional that models the Hartree, exchange and correlation energy. The Kohn–Sham matrix is \(K=H(R)+\operatorname{diag}(\partial G/\partial n_j)\). The potential \(\partial G/\partial n_j\) depends only on the present density: this is the adiabatic approximation. The derivative \(\partial_kH\) is taken entry by entry.

```lean
/-- The Kohn-Sham matrix: `H(R)` plus the potential `∂G/∂n_j` on the diagonal. -/
def ksHam (H : (κ → ℝ) → Matrix ι ι ℂ) (G : (ι → ℝ) → ℝ) (R : κ → ℝ) (ψ : σ → ι → ℂ) :
    Matrix ι ι ℂ :=
  H R + diagonal (fun j => ((partialD G j (density ψ) : ℝ) : ℂ))

/-- The derivative of the matrix `H(R)` with respect to nuclear coordinate `k`. -/
def gradH (H : (κ → ℝ) → Matrix ι ι ℂ) (k : κ) (R : κ → ℝ) : Matrix ι ι ℂ :=
  Matrix.of fun i j => partialD (fun Q => H Q i j) k R
```

The energy is \(E=\sum_k M_kV_k^2/2+\langle H(R)\rangle+G(n)+U(R)\), where \(M_k\) and \(V_k\) are the mass and velocity belonging to coordinate \(k\), and \(U\) is the potential energy of the nuclei alone.

```lean
/-- Nuclear kinetic energy, plus `⟨H(R)⟩`, plus the density functional, plus `U(R)`. -/
def energy (M : κ → ℝ) (H : (κ → ℝ) → Matrix ι ι ℂ) (G : (ι → ℝ) → ℝ) (U : (κ → ℝ) → ℝ)
    (R V : κ → ℝ) (ψ : σ → ι → ℂ) : ℝ :=
  ∑ k, M k * V k ^ 2 / 2 + expect (H R) ψ + G (density ψ) + U R
```

`Admissible` requires \(H\) to be Hermitian and \(H,G,U\) to be differentiable everywhere, which for \(G\) includes negative densities. This leaves out a bare Coulomb repulsion in \(U\), which is singular where two nuclei meet.

```lean
/-- `H(R)` is Hermitian, and `H`, `G` and `U` are differentiable. -/
structure Admissible (H : (κ → ℝ) → Matrix ι ι ℂ) (G : (ι → ℝ) → ℝ) (U : (κ → ℝ) → ℝ) :
    Prop where
  herm : ∀ R, (H R).IsHermitian
  diffH : ∀ i j, Differentiable ℝ (fun R => H R i j)
  diffG : Differentiable ℝ G
  diffU : Differentiable ℝ U
```

`IsEhrenfest` states, at all real times, \(R_k'=V_k\), differentiability of \(V_k\), and

\[
M_kV_k'=-\langle\partial_kH\rangle-\partial_kU,\qquad i\psi_s'=K\psi_s .
\]

```lean
/-- The Ehrenfest equations: Kohn-Sham orbitals coupled to classical nuclei. -/
structure IsEhrenfest (M : κ → ℝ) (H : (κ → ℝ) → Matrix ι ι ℂ) (G : (ι → ℝ) → ℝ)
    (U : (κ → ℝ) → ℝ) (R V : ℝ → κ → ℝ) (ψ : ℝ → σ → ι → ℂ) : Prop where
  velocity : ∀ t k, HasDerivAt (fun τ => R τ k) (V t k) t
  smooth : ∀ t k, DifferentiableAt ℝ (fun τ => V τ k) t
  newton : ∀ t k, M k * deriv (fun τ => V τ k) t =
    -expect (gradH H k (R t)) (ψ t) - partialD U k (R t)
  schrodinger : ∀ t s j,
    HasDerivAt (fun τ => ψ τ s j) (-I * (ksHam H G (R t) (ψ t) *ᵥ ψ t s) j) t
```

The site basis is orthonormal and does not move with the nuclei, \(G\) does not depend on \(R\), and there is no explicitly time-dependent field. Existence of a solution is assumed.

## (a) The chain rule along a path

Show that a differentiable \(f\) satisfies

\[
\frac{d}{dt}f(x(t))=\sum_a x_a'\,\partial_af(x(t)).
\]

**Solution.** The left side is the linear map \(Df(x)\) applied to \(x'\). Expand \(x'=\sum_a x_a'e_a\) in unit vectors \(e_a\), which is step `e`, and use linearity.

```lean
/-- Along a path, a function changes at the rate `∑ (velocity) * (partial derivative)`. -/
theorem hasDerivAt_along {α E : Type*} [Fintype α] [DecidableEq α] [NormedAddCommGroup E]
    [NormedSpace ℝ E] {f : (α → ℝ) → E} (hf : Differentiable ℝ f) {x : ℝ → α → ℝ} {x' : α → ℝ}
    {t : ℝ} (hx : ∀ a, HasDerivAt (fun τ => x τ a) (x' a) t) :
    HasDerivAt (fun τ => f (x τ)) (∑ a, x' a • partialD f a (x t)) t := by
  have hx2 : HasDerivAt x x' t := hasDerivAt_pi.2 hx
  refine ((hf (x t)).hasFDerivAt.comp_hasDerivAt t hx2).congr_deriv ?_
  have e : x' = ∑ a, x' a • (Pi.single a (1 : ℝ) : α → ℝ) := by
    funext b
    simp [Finset.sum_apply, Pi.single_apply]
  conv_lhs => rw [e]
  simp only [map_sum, map_smul, partialD]
```

## (b) Moving a Hermitian matrix across the inner product

Show that \(\langle Ax,y\rangle=\langle x,Ay\rangle\) for Hermitian \(A\).

**Solution.** \((Ax)^\dagger y=x^\dagger A^\dagger y=x^\dagger Ay\).

```lean
omit [DecidableEq ι] in
/-- A Hermitian matrix can be moved from one side of the inner product to the other. -/
theorem herm_swap {A : Matrix ι ι ℂ} (hA : A.IsHermitian) (x y : ι → ℂ) :
    star (A *ᵥ x) ⬝ᵥ y = star x ⬝ᵥ A *ᵥ y := by
  rw [Matrix.star_mulVec, hA.eq, Matrix.dotProduct_mulVec]
```

## (c) The derivative of an overlap

Show that \(\langle u,v\rangle'=\langle u',v\rangle+\langle u,v'\rangle\).

**Solution.** Differentiate each term: \((u_i^*v_i)'=u_i'^*v_i+u_i^*v_i'\). Then sum over \(i\).

```lean
omit [DecidableEq ι] in
/-- The product rule for the inner product of two time-dependent states. -/
theorem hasDerivAt_overlap {u v : ℝ → ι → ℂ} {u' v' : ι → ℂ} {t : ℝ}
    (hu : ∀ i, HasDerivAt (fun τ => u τ i) (u' i) t)
    (hv : ∀ i, HasDerivAt (fun τ => v τ i) (v' i) t) :
    HasDerivAt (fun τ => star (u τ) ⬝ᵥ v τ) (star u' ⬝ᵥ v t + star (u t) ⬝ᵥ v') t := by
  have h : HasDerivAt (fun τ => ∑ i, star (u τ i) * v τ i)
      (∑ i, (star (u' i) * v t i + star (u t i) * v' i)) t :=
    HasDerivAt.fun_sum fun i _ => (hu i).star.fun_mul (hv i)
  rw [Finset.sum_add_distrib] at h
  exact h
```

## (d) The derivative of an expectation value

For time-dependent \(A\), show that

\[
\langle A\rangle'=\langle A'\rangle+\sum_s\operatorname{Re}\bigl(\langle\psi_s',A\psi_s\rangle+\langle\psi_s,A\psi_s'\rangle\bigr).
\]

**Solution.** Insert \((A\psi_s)'=A'\psi_s+A\psi_s'\), which is `hm`, into (c), take real parts and sum over \(s\).

```lean
omit [DecidableEq ι] in
/-- An expectation value changes through its operator and through the orbitals. -/
theorem hasDerivAt_expect {A : ℝ → Matrix ι ι ℂ} {A' : Matrix ι ι ℂ} {ψ : ℝ → σ → ι → ℂ}
    {ψ' : σ → ι → ℂ} {t : ℝ} (hA : ∀ i j, HasDerivAt (fun τ => A τ i j) (A' i j) t)
    (hψ : ∀ s j, HasDerivAt (fun τ => ψ τ s j) (ψ' s j) t) :
    HasDerivAt (fun τ => expect (A τ) (ψ τ)) (expect A' (ψ t) +
      ∑ s, (star (ψ' s) ⬝ᵥ A t *ᵥ ψ t s + star (ψ t s) ⬝ᵥ A t *ᵥ ψ' s).re) t := by
  have hm : ∀ s i, HasDerivAt (fun τ => (A τ *ᵥ ψ τ s) i)
      ((A' *ᵥ ψ t s + A t *ᵥ ψ' s) i) t := by
    intro s i
    have h : HasDerivAt (fun τ => ∑ j, A τ i j * ψ τ s j)
        (∑ j, (A' i j * ψ t s j + A t i j * ψ' s j)) t :=
      HasDerivAt.fun_sum fun j _ => (hA i j).fun_mul (hψ s j)
    rw [Finset.sum_add_distrib] at h
    exact h
  have h : HasDerivAt (fun τ => ∑ s, (star (ψ τ s) ⬝ᵥ A τ *ᵥ ψ τ s).re)
      (∑ s, (star (ψ' s) ⬝ᵥ A t *ᵥ ψ t s +
        star (ψ t s) ⬝ᵥ (A' *ᵥ ψ t s + A t *ᵥ ψ' s)).re) t :=
    HasDerivAt.fun_sum fun s _ => Complex.reCLM.hasFDerivAt.comp_hasDerivAt t
      (hasDerivAt_overlap (u := fun τ => ψ τ s) (v := fun τ => A τ *ᵥ ψ τ s) (hψ s) (hm s))
  refine h.congr_deriv ?_
  simp only [expect, ← Finset.sum_add_distrib, dotProduct_add, Complex.add_re]
  exact Finset.sum_congr rfl fun s _ => by ring
```

## (e) The power balance of one orbital

Let \(h\) be Hermitian, \(v\) real and \(x'=-i(h+\operatorname{diag}v)x\). Show that

\[
\operatorname{Re}\bigl(\langle x',hx\rangle+\langle x,hx'\rangle\bigr)+\sum_j2\operatorname{Re}(x_j^*x_j')\,v_j=0 .
\]

**Solution.** Put \(y=hx\). By (b), \(\langle x,hx'\rangle=\langle y,x'\rangle\), so the left side is

\[
\sum_j2\operatorname{Re}\bigl[(y_j+v_jx_j)^*x_j'\bigr]=\sum_j2\operatorname{Re}\bigl(-i|y_j+v_jx_j|^2\bigr)=0 .
\]

The code also names \(hx\) as `y`, and `ring` settles each site.

```lean
/-- For an orbital driven by `h + diag(v)`, the rate of change of `⟨h⟩` due to the orbital's motion
and the sum over sites of `v j` times the rate of change of `|x j|²` add up to zero. -/
theorem orbital_power_balance {h : Matrix ι ι ℂ} (hh : h.IsHermitian) (v : ι → ℝ)
    (x x' : ι → ℂ)
    (hx : ∀ j, x' j = -I * ((h + diagonal (fun j => (v j : ℂ))) *ᵥ x) j) :
    (star x' ⬝ᵥ h *ᵥ x + star x ⬝ᵥ h *ᵥ x').re +
      ∑ j, 2 * (star (x j) * x' j).re * v j = 0 := by
  rw [← herm_swap hh x x']
  have hK : ∀ j, x' j = -I * ((h *ᵥ x) j + (v j : ℂ) * x j) := by
    intro j
    rw [hx j, Matrix.add_mulVec, Pi.add_apply, Matrix.mulVec_diagonal]
  clear hx
  generalize h *ᵥ x = y at hK ⊢
  -- site by site, the sum is twice the real part of `-i |y + v x|²`
  simp only [dotProduct, Complex.add_re, Complex.re_sum, ← Finset.sum_add_distrib]
  refine Finset.sum_eq_zero fun j _ => ?_
  simp only [Pi.star_apply, hK j, Complex.star_def, Complex.mul_re, Complex.mul_im,
    Complex.conj_re, Complex.conj_im, Complex.neg_re, Complex.neg_im, Complex.I_re,
    Complex.I_im, Complex.add_re, Complex.add_im, Complex.ofReal_re, Complex.ofReal_im]
  ring
```

## (f) Constant overlaps

Show that \(\langle\psi_s,\psi_r\rangle\) has the same value at any times \(t_1,t_2\).

**Solution.** The potential is real, so \(K\) is Hermitian (`hK`). By (c) and (b),

\[
\langle\psi_s,\psi_r\rangle'=i\langle K\psi_s,\psi_r\rangle-i\langle\psi_s,K\psi_r\rangle=0 .
\]

A function with zero derivative everywhere is constant. The case \(s=r\) gives the norms.

```lean
variable {M : κ → ℝ} {H : (κ → ℝ) → Matrix ι ι ℂ} {G : (ι → ℝ) → ℝ} {U : (κ → ℝ) → ℝ}
  {R V : ℝ → κ → ℝ} {ψ : ℝ → σ → ι → ℂ}

/-- All overlaps between orbitals, including the squared norms, are constant in time. -/
theorem overlap_conserved (hH : ∀ R, (H R).IsHermitian) (hs : IsEhrenfest M H G U R V ψ)
    (s r : σ) (t₁ t₂ : ℝ) : star (ψ t₁ s) ⬝ᵥ ψ t₁ r = star (ψ t₂ s) ⬝ᵥ ψ t₂ r := by
  have hd : ∀ t, HasDerivAt (fun τ => star (ψ τ s) ⬝ᵥ ψ τ r) 0 t := by
    intro t
    have hK : (ksHam H G (R t) (ψ t)).IsHermitian := by
      refine (hH (R t)).add ?_
      rw [Matrix.IsHermitian, Matrix.diagonal_conjTranspose]
      congr 1
      funext j
      simp
    refine (hasDerivAt_overlap (u := fun τ => ψ τ s) (v := fun τ => ψ τ r)
      (u' := (-I) • (ksHam H G (R t) (ψ t) *ᵥ ψ t s))
      (v' := (-I) • (ksHam H G (R t) (ψ t) *ᵥ ψ t r))
      (hs.schrodinger t s) (hs.schrodinger t r)).congr_deriv ?_
    rw [star_smul, smul_dotProduct, dotProduct_smul, herm_swap hK]
    simp
  exact is_const_of_deriv_eq_zero (fun t => (hd t).differentiableAt) (fun t => (hd t).deriv) t₁ t₂
```

## (g) Constant total energy

Show that \(E(t_1)=E(t_2)\).

**Solution.** Since \(n_j'=\sum_s2\operatorname{Re}(\psi_s(j)^*\psi_s'(j))\), parts (a) and (d) give

\[
\begin{aligned}
E'={}&\sum_kV_k\bigl(M_kV_k'+\langle\partial_kH\rangle+\partial_kU\bigr)\\
&+\sum_s\Bigl[\operatorname{Re}\bigl(\langle\psi_s',H\psi_s\rangle+\langle\psi_s,H\psi_s'\rangle\bigr)+\sum_j2\operatorname{Re}(\psi_s(j)^*\psi_s'(j))\,\frac{\partial G}{\partial n_j}\Bigr].
\end{aligned}
\]

Newton's equation removes the first line (`e1`, with `e3` supplying linearity of the expectation value). Part (e) with \(v_j=\partial G/\partial n_j\) removes the second (`e2`).

```lean
/-- The total energy of Ehrenfest dynamics with Kohn-Sham orbitals is constant in time. -/
theorem energy_conserved (ha : Admissible H G U) (hs : IsEhrenfest M H G U R V ψ) (t₁ t₂ : ℝ) :
    energy M H G U (R t₁) (V t₁) (ψ t₁) = energy M H G U (R t₂) (V t₂) (ψ t₂) := by
  have hd : ∀ t, HasDerivAt (fun τ => energy M H G U (R τ) (V τ) (ψ τ)) 0 t := by
    intro t
    obtain ⟨ψ', hψ'⟩ : ∃ ψ' : σ → ι → ℂ, ∀ s j,
        ψ' s j = -I * (ksHam H G (R t) (ψ t) *ᵥ ψ t s) j := ⟨_, fun _ _ => rfl⟩
    have hψ : ∀ s j, HasDerivAt (fun τ => ψ τ s j) (ψ' s j) t := by
      intro s j
      rw [hψ']
      exact hs.schrodinger t s j
    have hkin : HasDerivAt (fun τ => ∑ k, M k * V τ k ^ 2 / 2)
        (∑ k, V t k * (M k * deriv (fun τ => V τ k) t)) t := by
      refine HasDerivAt.fun_sum fun k _ => ?_
      have h := (hs.smooth t k).hasDerivAt
      simp only [pow_two]
      exact (((h.fun_mul h).const_mul (M k)).div_const 2).congr_deriv (by ring)
    have hE := hasDerivAt_expect (A := fun τ => H (R τ))
      (A' := ∑ k, V t k • gradH H k (R t)) (fun i j =>
        (hasDerivAt_along (ha.diffH i j) (hs.velocity t)).congr_deriv
          (by simp [Matrix.sum_apply, gradH])) hψ
    have hn : ∀ j, HasDerivAt (fun τ => density (ψ τ) j)
        (∑ s, 2 * (star (ψ t s j) * ψ' s j).re) t := by
      intro j
      refine HasDerivAt.fun_sum fun s _ => ?_
      have h : HasDerivAt (fun τ => (star (ψ τ s j) * ψ τ s j).re)
          (star (ψ' s j) * ψ t s j + star (ψ t s j) * ψ' s j).re t :=
        Complex.reCLM.hasFDerivAt.comp_hasDerivAt t ((hψ s j).star.fun_mul (hψ s j))
      have e : (fun τ => Complex.normSq (ψ τ s j)) =
          fun τ => (star (ψ τ s j) * ψ τ s j).re := by
        funext τ
        simp [Complex.normSq_apply]
      rw [e]
      refine h.congr_deriv ?_
      simp only [Complex.star_def, Complex.add_re, Complex.mul_re, Complex.conj_re,
        Complex.conj_im]
      ring
    have hG := hasDerivAt_along ha.diffG hn
    have hU := hasDerivAt_along ha.diffU (hs.velocity t)
    refine (((hkin.fun_add hE).fun_add hG).fun_add hU).congr_deriv ?_
    -- Newton's equation turns the rate of change of the kinetic energy into the power of the forces
    have e1 : ∑ k, V t k * (M k * deriv (fun τ => V τ k) t) =
        -(∑ k, V t k * expect (gradH H k (R t)) (ψ t)) - ∑ k, V t k • partialD U k (R t) := by
      rw [← Finset.sum_neg_distrib, ← Finset.sum_sub_distrib]
      refine Finset.sum_congr rfl fun k _ => ?_
      rw [hs.newton t k, smul_eq_mul]
      ring
    -- the orbital contributions cancel against the change of the density functional
    have e2 : ∑ s, (star (ψ' s) ⬝ᵥ H (R t) *ᵥ ψ t s + star (ψ t s) ⬝ᵥ H (R t) *ᵥ ψ' s).re +
        ∑ j, (∑ s, 2 * (star (ψ t s j) * ψ' s j).re) • partialD G j (density (ψ t)) = 0 := by
      simp only [smul_eq_mul, Finset.sum_mul]
      rw [Finset.sum_comm (s := (Finset.univ : Finset ι)), ← Finset.sum_add_distrib]
      exact Finset.sum_eq_zero fun s _ =>
        orbital_power_balance (ha.herm (R t)) _ (ψ t s) (ψ' s) (hψ' s)
    have e3 : expect (∑ k, V t k • gradH H k (R t)) (ψ t) =
        ∑ k, V t k * expect (gradH H k (R t)) (ψ t) := by
      let φ : Matrix ι ι ℂ →ₗ[ℝ] ℝ :=
        { toFun := fun A => expect A (ψ t)
          map_add' := fun A B => by
            simp [expect, Matrix.add_mulVec, dotProduct_add, Finset.sum_add_distrib]
          map_smul' := fun c A => by
            simp [expect, Matrix.smul_mulVec, dotProduct_smul, Finset.mul_sum] }
      exact (map_sum φ _ _).trans (Finset.sum_congr rfl fun k _ => φ.map_smul _ _)
    rw [e1, e3]
    linarith [e2]
  exact is_const_of_deriv_eq_zero (fun t => (hd t).differentiableAt) (fun t => (hd t).deriv) t₁ t₂
```

In a simulation of this closed, fixed-basis model, energy drift therefore signals numerical error or forces and potentials inconsistent with \(E\).

## (h) The potential of a local functional

For differentiable \(g\), show that

\[
\frac{\partial}{\partial n_j}\sum_i g(n_i)=g'(n_j).
\]

**Solution.** Only the term \(i=j\) depends on \(n_j\). Choosing \(G(n)=\sum_i g(n_i)\) thus adds \(g'(n_j)\) to the diagonal entry of \(H(R)\) at site \(j\) in \(K\).

```lean
/-- For a local functional `∑ g(n_i)` the potential on site `j` is `g'(n_j)`. -/
theorem local_potential {g : ℝ → ℝ} (hg : Differentiable ℝ g) (j : ι) (n : ι → ℝ) :
    partialD (fun m : ι → ℝ => ∑ i, g (m i)) j n = deriv g (n j) := by
  have h : HasFDerivAt (fun m : ι → ℝ => ∑ i, g (m i))
      (∑ i, deriv g (n i) • (ContinuousLinearMap.proj i : (ι → ℝ) →L[ℝ] ℝ)) n :=
    HasFDerivAt.fun_sum fun i _ =>
      (hg (n i)).hasDerivAt.comp_hasFDerivAt n (hasFDerivAt_apply i n)
  rw [partialD, h.fderiv]
  simp [Pi.single_apply]
```

## (i) An explicit solution with a moving nucleus

Take one site, one orbital and one nucleus with \(M=1\), \(H(R)=R\), \(G(n)=n^2/2\), \(U=0\).

```lean
/-- A one-site Hamiltonian whose level energy is the nuclear coordinate. -/
def toyH (R : Fin 1 → ℝ) : Matrix (Fin 1) (Fin 1) ℂ := Matrix.of fun _ _ => ((R 0 : ℝ) : ℂ)

/-- The local density functional with `g(n) = n²/2` on one site. -/
def toyG (n : Fin 1 → ℝ) : ℝ := ∑ i, n i ^ 2 / 2

/-- One orbital on one site with the phase `t³/6 - t`. -/
def toyψ (t : ℝ) (_ _ : Fin 1) : ℂ := Complex.exp (((t ^ 3 / 6 - t : ℝ) : ℂ) * I)
```

Verify that the hypotheses hold for

\[
R=-t^2/2,\qquad V=-t,\qquad \psi=e^{i(t^3/6-t)} .
\]

**Solution.** \(H,G,U\) are differentiable and \(H\) is real. Also \(R'=V\). Since \(n=|\psi|^2=1\), the force is \(-1=V'\) and the potential is 1. Finally, \(i\psi'=(1-t^2/2)\psi=(R+1)\psi\). The energy is \(t^2/2-t^2/2+1/2=1/2\).

```lean
/-- The path `R = -t²/2` with the orbital `toyψ` solves the Ehrenfest equations for unit mass,
`toyH`, `toyG` and `U = 0`. -/
theorem ehrenfest_witness : Admissible toyH toyG (fun _ => 0) ∧
    IsEhrenfest (fun _ => 1) toyH toyG (fun _ => 0)
      (fun t _ => -t ^ 2 / 2) (fun t _ => -t) toyψ := by
  have hsq : ∀ x : ℝ, HasDerivAt (fun y : ℝ => y ^ 2 / 2) x x := fun x =>
    (((hasDerivAt_id' x).fun_pow 2).div_const 2).congr_deriv (by norm_num)
  have hv : ∀ (n : Fin 1 → ℝ) (j : Fin 1), partialD toyG j n = n j := fun n j =>
    (local_potential (g := fun y => y ^ 2 / 2)
      (fun x => (hsq x).differentiableAt) j n).trans (hsq (n j)).deriv
  have hg : ∀ (Q : Fin 1 → ℝ) (k i j : Fin 1), partialD (fun S => toyH S i j) k Q = 1 := by
    intro Q k i j
    obtain rfl : k = 0 := Subsingleton.elim _ _
    have h := (Complex.ofRealCLM.comp
      (ContinuousLinearMap.proj 0 : (Fin 1 → ℝ) →L[ℝ] ℝ)).hasFDerivAt (x := Q)
    refine (DFunLike.congr_fun h.fderiv (Pi.single 0 1)).trans ?_
    simp
  have hN : ∀ t i j, Complex.normSq (toyψ t i j) = 1 := by
    intro t i j
    rw [toyψ, Complex.normSq_eq_norm_sq, Complex.norm_exp_ofReal_mul_I]
    norm_num
  have hdens : ∀ t j, density (toyψ t) j = 1 := by
    intro t j
    simp [density, hN]
  refine ⟨⟨fun Q => Matrix.ext fun i j => by simp [toyH, Matrix.conjTranspose_apply],
    fun i j => ?_, ?_, differentiable_const 0⟩, ⟨fun t k => ?_, fun t k => ?_,
    fun t k => ?_, fun t s j => ?_⟩⟩
  · exact (Complex.ofRealCLM.comp
      (ContinuousLinearMap.proj 0 : (Fin 1 → ℝ) →L[ℝ] ℝ)).differentiable
  · unfold toyG
    fun_prop
  · have h := (hsq t).fun_neg
    have e : (fun τ : ℝ => -τ ^ 2 / 2) = fun τ => -(τ ^ 2 / 2) := by
      funext τ
      ring
    rw [e]
    exact h
  · exact (hasDerivAt_id' t).fun_neg.differentiableAt
  · have h1 : deriv (fun τ : ℝ => -τ) t = -1 := (hasDerivAt_id' t).fun_neg.deriv
    have h2 : partialD (fun _ : Fin 1 → ℝ => (0 : ℝ)) k (fun _ => -t ^ 2 / 2) = 0 := by
      simp [partialD]
    have h3 : expect (gradH toyH k (fun _ => -t ^ 2 / 2)) (toyψ t) = 1 := by
      simp only [expect, gradH, hg, Matrix.mulVec, dotProduct, Matrix.of_apply,
        Finset.univ_unique, Finset.sum_singleton, one_mul, Pi.star_apply, Complex.star_def]
      rw [← Complex.normSq_eq_conj_mul_self, Complex.ofReal_re, hN]
    rw [h1, h2, h3]
    norm_num
  · have hθ : HasDerivAt (fun τ : ℝ => τ ^ 3 / 6 - τ) (t ^ 2 / 2 - 1) t :=
      ((((hasDerivAt_id' t).fun_pow 3).div_const 6).fun_sub (hasDerivAt_id' t)).congr_deriv
        (by norm_num; ring)
    refine ((hθ.ofReal_comp.mul_const I).cexp).congr_deriv ?_
    simp only [ksHam, Matrix.add_mulVec, Pi.add_apply, Matrix.mulVec_diagonal, hv, hdens]
    simp only [toyH, toyψ, Matrix.mulVec, dotProduct, Matrix.of_apply, Finset.univ_unique,
      Finset.sum_singleton]
    push_cast
    ring

end

end EhrenfestTDDFT
```

```lean
#print axioms EhrenfestTDDFT.overlap_conserved
#print axioms EhrenfestTDDFT.energy_conserved
```

```
'EhrenfestTDDFT.overlap_conserved' depends on axioms: [propext, Classical.choice, Quot.sound]
'EhrenfestTDDFT.energy_conserved' depends on axioms: [propext, Classical.choice, Quot.sound]
```
